# A Fock–Darwin Hamiltonian with positive oscillator frequency splits into two commuting ladder modes

When I fill the single-particle levels of a two-dimensional, circularly symmetric parabolic quantum dot in a uniform magnetic field perpendicular to its plane, I first list the energies $(W-c)(n+\tfrac12)+(W+c)(m+\tfrac12)$ for $n,m=0,1,2,\dots$ and sort them. Here $c$ is half the cyclotron frequency, with the sign of the charge times the field, and $W=\sqrt{\omega^2+c^2}$ combines it with the confinement frequency $\omega$; units are chosen so that $\hbar$ and the particle's mass equal 1. The list rests on the claim that, for $W>0$, the Hamiltonian

$$H=\tfrac12\big(p_x^2+p_y^2+W^2(x^2+y^2)\big)-c\,(xp_y-yp_x)$$

is a sum of two independent oscillators. Can this be derived from the canonical commutation relations alone, with explicit ladder operators, and checked by a proof assistant?

## Circular combinations diagonalise both terms of $H$

Yes. Set $\hbar=1$ and the mass to 1, so that $[x,p_x]=[y,p_y]=i$ and all other pairs commute. A particle of charge $Q$ in a uniform field $B$ along $z$, in the symmetric gauge, has kinetic momenta $p_x+cy$ and $p_y-cx$ with $c=QB/2$. Expanding the squares gives

$$(p_x+cy)^2+(p_y-cx)^2=p_x^2+p_y^2+c^2(x^2+y^2)-2cL,\qquad L=xp_y-yp_x .$$

Adding $\omega^2(x^2+y^2)$ and halving gives $H$ with $W^2=\omega^2+c^2$.

For $W>0$, define $\alpha_x=Wx+ip_x$ and $\beta_x=Wx-ip_x$, and likewise $\alpha_y,\beta_y$. Then

$$[\alpha_x,\beta_x]=-iW[x,p_x]+iW[p_x,x]=2W,$$

the same holds for $y$, and the $x$ operators commute with the $y$ operators. With $s=1/(2\sqrt W)$, take the circular combinations

$$a_1=s(\alpha_x-i\alpha_y),\quad b_1=s(\beta_x+i\beta_y),\quad a_2=s(\alpha_x+i\alpha_y),\quad b_2=s(\beta_x-i\beta_y).$$

Since $s^2=1/(4W)$,

$$[a_1,b_1]=[a_2,b_2]=s^2(2W+2W)=1,\qquad [a_1,b_2]=[a_2,b_1]=s^2(2W-2W)=0.$$

The two $a$'s commute with each other, and so do the two $b$'s.

For the number operators, write $H_0=\tfrac12(p_x^2+p_y^2+W^2(x^2+y^2))$. The diagonal products are

$$\beta_x\alpha_x=W^2x^2+p_x^2+iW[x,p_x]=W^2x^2+p_x^2-W,$$

and similarly for $y$, so they sum to $2H_0-2W$. The cross terms are $i(\beta_y\alpha_x-\beta_x\alpha_y)=2WL$ in $b_1a_1/s^2$, and the opposite in $b_2a_2/s^2$. Hence

$$b_1a_1+\tfrac12=\frac{H_0}{2W}+\frac L2,\qquad b_2a_2+\tfrac12=\frac{H_0}{2W}-\frac L2 .$$

Multiplying by $W-c$ and $W+c$ and adding gives $H_0-cL=H$.

## Repeated raising gives the energies

Let $[a,b]=1$, $au=0$ and $u\neq0$. Then $ab^{k+1}u=(k+1)b^ku$. For $k=0$ this is $abu=bau+u=u$. If it holds for $k$, then

$$ab^{k+2}u=b(ab^{k+1}u)+b^{k+1}u=(k+2)b^{k+1}u .$$

So $b^{k+1}u=0$ would force $b^ku=0$, and by induction no $b^nu$ vanishes. Applying $b$ to the identity gives $ba\,b^nu=n\,b^nu$; for $n=0$ this is just $au=0$.

Now let $v\neq0$ satisfy $a_1v=a_2v=0$. The vector $b_2^mv$ has $m$ quanta in mode 2 and is still annihilated by $a_1$. Applying $b_1^n$ adds $n$ quanta to mode 1 without changing mode 2, because $b_2a_2$ commutes with $b_1$. Thus $b_1^nb_2^mv$ is a nonzero eigenvector of $H$ with the listed energy. In the usual Hilbert space, where $b_j=a_j^\dagger$ and $v$ has norm 1, the normalised state is $b_1^nb_2^mv/\sqrt{n!\,m!}$.

In Lean 4 with Mathlib:

```lean
import Mathlib

open Complex

namespace FockDarwin

noncomputable section

/-- Positions and momenta of a particle in the plane, as elements of a complex algebra
obeying the canonical commutation relations (with ħ = 1). -/
structure CanonicalPlane (A : Type*) [Ring A] [Algebra ℂ A] where
  x : A
  y : A
  px : A
  py : A
  x_px : x * px - px * x = I • (1 : A)
  y_py : y * py - py * y = I • (1 : A)
  y_x : y * x = x * y
  px_y : px * y = y * px
  py_x : py * x = x * py
  py_px : py * px = px * py

-- Multiplication and differentiation of polynomials realise these relations; that instance
-- is left out here for length.

variable {A : Type*} [Ring A] [Algebra ℂ A]

/-- The prefactor 1/(2√W) of the ladder operators. -/
def scale (W : ℝ) : ℂ := ((1 / (2 * √W) : ℝ) : ℂ)

/-- Lowering operator of the first circular mode. -/
def CanonicalPlane.a1 (q : CanonicalPlane A) (W : ℝ) : A :=
  scale W • ((W : ℂ) • q.x + I • q.px - (I * W) • q.y + q.py)

/-- Raising operator of the first circular mode. -/
def CanonicalPlane.b1 (q : CanonicalPlane A) (W : ℝ) : A :=
  scale W • ((W : ℂ) • q.x - I • q.px + (I * W) • q.y + q.py)

/-- Lowering operator of the second circular mode. -/
def CanonicalPlane.a2 (q : CanonicalPlane A) (W : ℝ) : A :=
  scale W • ((W : ℂ) • q.x + I • q.px + (I * W) • q.y - q.py)

/-- Raising operator of the second circular mode. -/
def CanonicalPlane.b2 (q : CanonicalPlane A) (W : ℝ) : A :=
  scale W • ((W : ℂ) • q.x - I • q.px - (I * W) • q.y - q.py)

/-- The Fock-Darwin Hamiltonian: an isotropic oscillator of frequency W minus c times the
angular momentum. -/
def CanonicalPlane.hamiltonian (q : CanonicalPlane A) (W c : ℝ) : A :=
  (1 / 2 : ℂ) • (q.px ^ 2 + q.py ^ 2 + (W : ℂ) ^ 2 • (q.x ^ 2 + q.y ^ 2))
    - (c : ℂ) • (q.x * q.py - q.y * q.px)

/-- A parabolic dot of frequency ω with the minimally coupled momenta px + c y and py - c x
has the Fock-Darwin Hamiltonian with W = √(ω² + c²). -/
theorem magnetic_dot (q : CanonicalPlane A) (ω c : ℝ) :
    (1 / 2 : ℂ) • ((q.px + (c : ℂ) • q.y) ^ 2 + (q.py - (c : ℂ) • q.x) ^ 2
        + (ω : ℂ) ^ 2 • (q.x ^ 2 + q.y ^ 2)) = q.hamiltonian √(ω ^ 2 + c ^ 2) c := by
  have hs : ((√(ω ^ 2 + c ^ 2) : ℝ) : ℂ) ^ 2 = (ω : ℂ) ^ 2 + (c : ℂ) ^ 2 := by
    exact_mod_cast Real.sq_sqrt (by positivity : 0 ≤ ω ^ 2 + c ^ 2)
  rw [CanonicalPlane.hamiltonian, hs]
  simp only [sq, mul_add, add_mul, mul_sub, sub_mul, smul_mul_assoc, mul_smul_comm,
    q.px_y, q.py_x]
  match_scalars <;> ring1

/-- The squared prefactor of the ladder operators is 1/(4W). -/
theorem scale_mul_self {W : ℝ} (hW : 0 < W) : scale W * scale W = 1 / (4 * (W : ℂ)) := by
  have h := Real.mul_self_sqrt hW.le
  have h2 : 1 / (2 * √W) * (1 / (2 * √W)) = 1 / (4 * W) := by
    rw [div_mul_div_comm, show 2 * √W * (2 * √W) = 4 * W by linear_combination 4 * h, one_mul]
  unfold scale
  rw [← Complex.ofReal_mul, h2]
  simp

/-- Moving a momentum to the right of its own position costs a term -i. -/
theorem normal_order (q : CanonicalPlane A) :
    q.px * q.x = q.x * q.px - I • (1 : A) ∧ q.py * q.y = q.y * q.py - I • (1 : A) := by
  rw [← q.x_px]
  refine ⟨by abel, ?_⟩
  rw [q.x_px, ← q.y_py]
  abel

/-- Each circular mode has a canonical ladder pair, and the two pairs commute with each other. -/
theorem ladder_commutators (q : CanonicalPlane A) {W : ℝ} (hW : 0 < W) :
    q.a1 W * q.b1 W - q.b1 W * q.a1 W = 1 ∧ q.a2 W * q.b2 W - q.b2 W * q.a2 W = 1 ∧
    q.a1 W * q.a2 W = q.a2 W * q.a1 W ∧ q.a1 W * q.b2 W = q.b2 W * q.a1 W ∧
    q.a2 W * q.b1 W = q.b1 W * q.a2 W ∧ q.b2 W * q.b1 W = q.b1 W * q.b2 W := by
  obtain ⟨e1, e2⟩ := normal_order q
  have hW' : (W : ℂ) ≠ 0 := by exact_mod_cast hW.ne'
  have hk : scale W * scale W * (4 * (W : ℂ)) = 1 := by
    rw [scale_mul_self hW]
    exact one_div_mul_cancel (mul_ne_zero (by norm_num) hW')
  rw [← one_smul ℂ (1 : A), ← hk]
  -- bring every product into the order x, y, px, py and compare coefficients
  refine ⟨?_, ?_, ?_, ?_, ?_, ?_⟩ <;>
  simp only [CanonicalPlane.a1, CanonicalPlane.a2, CanonicalPlane.b1, CanonicalPlane.b2,
    mul_add, add_mul, mul_sub, sub_mul, smul_mul_assoc, mul_smul_comm,
    e1, e2, q.y_x, q.px_y, q.py_x, q.py_px] <;>
  match_scalars <;>
  first
    | ring1
    | (ring_nf; simp only [Complex.I_sq]; ring1)

/-- For W > 0 the Fock-Darwin Hamiltonian equals (W - c)(b1 a1 + 1/2) + (W + c)(b2 a2 + 1/2). -/
theorem fockDarwin_decomposition (q : CanonicalPlane A) {W : ℝ} (hW : 0 < W) (c : ℝ) :
    q.hamiltonian W c =
      ((W : ℂ) - c) • (q.b1 W * q.a1 W + (1 / 2 : ℂ) • (1 : A)) +
      ((W : ℂ) + c) • (q.b2 W * q.a2 W + (1 / 2 : ℂ) • (1 : A)) := by
  obtain ⟨e1, e2⟩ := normal_order q
  have hW' : (W : ℂ) ≠ 0 := by exact_mod_cast hW.ne'
  -- the two number operators in terms of positions and momenta
  have n : q.b1 W * q.a1 W = (scale W * scale W) • ((W : ℂ) ^ 2 • (q.x * q.x + q.y * q.y)
        + q.px * q.px + q.py * q.py + (2 * (W : ℂ)) • (q.x * q.py - q.y * q.px)
        - (2 * (W : ℂ)) • (1 : A)) ∧
      q.b2 W * q.a2 W = (scale W * scale W) • ((W : ℂ) ^ 2 • (q.x * q.x + q.y * q.y)
        + q.px * q.px + q.py * q.py - (2 * (W : ℂ)) • (q.x * q.py - q.y * q.px)
        - (2 * (W : ℂ)) • (1 : A)) := by
    constructor <;>
    simp only [CanonicalPlane.a1, CanonicalPlane.a2, CanonicalPlane.b1, CanonicalPlane.b2,
      mul_add, add_mul, mul_sub, sub_mul, smul_mul_assoc, mul_smul_comm,
      e1, e2, q.y_x, q.px_y, q.py_x, q.py_px] <;>
    match_scalars <;>
    first
      | ring1
      | (ring_nf; simp only [Complex.I_sq]; ring1)
  rw [n.1, n.2, scale_mul_self hW]
  simp only [CanonicalPlane.hamiltonian, sq]
  match_scalars <;>
  first
    | ring1
    | (field_simp; ring1)

variable {V : Type*} [AddCommGroup V] [Module ℂ V]

/-- Raising a nonzero state annihilated by a gives, after n steps, a nonzero eigenvector of
the number operator b a with eigenvalue n. -/
theorem number_states {a b : Module.End ℂ V} (h : a * b - b * a = 1)
    {u : V} (hu : a u = 0) (h0 : u ≠ 0) (n : ℕ) :
    (b ^ n) u ≠ 0 ∧ b (a ((b ^ n) u)) = (n : ℂ) • (b ^ n) u := by
  have step : ∀ w, a (b w) = b (a w) + w := fun w => by
    have t := LinearMap.congr_fun h w
    simp only [LinearMap.sub_apply, Module.End.mul_apply, Module.End.one_apply] at t
    rw [← sub_eq_iff_eq_add']
    exact t
  -- lowering undoes one raising step, up to the number of quanta
  have key : ∀ k : ℕ, a ((b ^ (k + 1)) u) = ((k : ℂ) + 1) • (b ^ k) u := fun k => by
    induction k with
    | zero => simp [step, hu]
    | succ k ih =>
      rw [pow_succ' b (k + 1), Module.End.mul_apply, step, ih, map_smul,
        ← Module.End.mul_apply, ← pow_succ']
      push_cast
      module
  constructor
  · induction n with
    | zero => simpa using h0
    | succ n ih =>
      intro hz
      have t := key n
      rw [hz, map_zero] at t
      exact (smul_ne_zero (Nat.cast_add_one_ne_zero n) ih) t.symm
  · cases n with
    | zero => simp [hu]
    | succ k =>
      rw [key, map_smul, ← Module.End.mul_apply, ← pow_succ']
      push_cast
      module

/-- Fock-Darwin levels: raising a nonzero state annihilated by both lowering operators n and m
times gives an eigenvector of energy (W - c)(n + 1/2) + (W + c)(m + 1/2). -/
theorem fockDarwin_levels (q : CanonicalPlane (Module.End ℂ V)) {W : ℝ} (hW : 0 < W) (c : ℝ)
    {v : V} (hv : v ≠ 0) (h1 : q.a1 W v = 0) (h2 : q.a2 W v = 0) (n m : ℕ) :
    (q.b1 W ^ n) ((q.b2 W ^ m) v) ≠ 0 ∧
    q.hamiltonian W c ((q.b1 W ^ n) ((q.b2 W ^ m) v)) =
      (((W : ℂ) - c) * (n + 1 / 2) + ((W : ℂ) + c) * (m + 1 / 2)) •
        (q.b1 W ^ n) ((q.b2 W ^ m) v) := by
  obtain ⟨c1, c2, -, c4, c5, c6⟩ := ladder_commutators q hW
  -- quanta of the second mode leave the first mode in its ground state
  have hc : q.a1 W * q.b2 W ^ m = q.b2 W ^ m * q.a1 W :=
    (Commute.pow_right (show Commute (q.a1 W) (q.b2 W) from c4) m).eq
  have hu : q.a1 W ((q.b2 W ^ m) v) = 0 := by
    rw [← Module.End.mul_apply, hc, Module.End.mul_apply, h1, map_zero]
  have s2 := number_states c2 h2 hv m
  have s1 := number_states c1 hu s2.1 n
  -- quanta of the first mode do not change the number of quanta in the second
  have hb : Commute (q.b2 W * q.a2 W) (q.b1 W) :=
    Commute.mul_left (show Commute (q.b2 W) (q.b1 W) from c6) c5
  have t := LinearMap.congr_fun (hb.pow_right n).eq ((q.b2 W ^ m) v)
  simp only [Module.End.mul_apply] at t
  rw [s2.2, map_smul] at t
  refine ⟨s1.1, ?_⟩
  rw [fockDarwin_decomposition q hW c]
  simp only [LinearMap.add_apply, LinearMap.smul_apply, Module.End.mul_apply,
    Module.End.one_apply, s1.2, t]
  module

end

end FockDarwin
```

```lean
#print axioms FockDarwin.magnetic_dot
#print axioms FockDarwin.fockDarwin_decomposition
#print axioms FockDarwin.fockDarwin_levels
```

```
'FockDarwin.magnetic_dot' depends on axioms: [propext, Classical.choice, Quot.sound]
'FockDarwin.fockDarwin_decomposition' depends on axioms: [propext, Classical.choice, Quot.sound]
'FockDarwin.fockDarwin_levels' depends on axioms: [propext, Classical.choice, Quot.sound]
```

## Algebra elements, a postulated ground state, and the dot

`CanonicalPlane A` collects four elements of a complex algebra `A` with their six commutation relations; `I • (1 : A)` is $i$ times the identity. The relations are assumptions, standing for canonical quantisation of a particle in the plane. The definitions `a1`, `b1`, `a2`, `b2` are the circular combinations above, and `scale W` is $s$.

`magnetic_dot` says that the minimally coupled Hamiltonian equals `q.hamiltonian √(ω ^ 2 + c ^ 2) c` for all real $\omega$ and $c$. `scale_mul_self`, `ladder_commutators`, `fockDarwin_decomposition` and `fockDarwin_levels` all require `0 < W`, which for the dot means that confinement and field are not both zero. The decomposition allows any real $c$. In the dot $|c|\le W$, so neither mode frequency is negative.

`fockDarwin_levels` replaces the abstract algebra by `Module.End ℂ V`, the linear operators on a complex vector space $V$. The vector `v` is a postulated common ground state of the two modes: `hv` says that it is nonzero, and `h1` and `h2` that both lowering operators annihilate it. For wavefunctions it is the Gaussian $e^{-W(x^2+y^2)/2}$. The conclusion gives a nonzero vector and its energy for every pair of natural numbers `n`, `m`.

No inner product enters, so self-adjointness, normalisation and completeness of the eigenvectors are not addressed. Nor are operator domains: every operator acts on all of $V$. A nonzero finite-dimensional $V$ cannot satisfy the relations, since a commutator of matrices has trace zero while $i$ times the identity does not. Matrices in a finite truncated basis therefore cannot satisfy all of them. For electronic structure, the result shows that each listed value is an orbital energy of a non-interacting, spinless electron in a parabolic dot, while the absence of further levels is not proved here; Zeeman splitting, and the Coulomb repulsion between several electrons, are not included.

Both annihilation conditions are needed. Let $v_0$ be the Gaussian ground state and take $v=v_0+b_2v_0$. Then $a_1v=0$ but $a_2v=v_0\neq0$, and

$$Hv=Wv_0+(2W+c)\,b_2v_0 ,$$

which is not a multiple of $v$ unless $W+c=0$. For $W+c\neq0$ the formula at $n=m=0$ therefore fails for this $v$. Likewise $v_0+b_1v_0$ is annihilated by $a_2$ but not by $a_1$, and $H$ sends it to $Wv_0+(2W-c)\,b_1v_0$, so the formula fails for it when $W\neq c$.

With both conditions in place, $n=m=0$ gives the energy $W$. If the confinement is switched off with $c>0$, then $W=c$: the first mode costs no energy, and the levels become the Landau levels $2c(m+\tfrac12)$, each repeated for every $n$.

## Comparing coefficients, then counting quanta

`magnetic_dot` first replaces the square of the root by $\omega^2+c^2$. It then expands the squares, using `q.px_y` and `q.py_x` to order the mixed products. The tactic `match_scalars` reduces the operator equation to equations between the coefficients of each product, and `ring1` proves them.

`scale_mul_self` is $s^2=1/(4W)$. `normal_order` rewrites $p_xx$ as $xp_x-i$, and $p_yy$ likewise. In `ladder_commutators` the identity is first written as $s^2\cdot4W$ times itself. All six relations are then expanded, put into the order $x,y,p_x,p_y$ and compared coefficient by coefficient, with $i^2=-1$ supplied where necessary. This does in one pass what the brackets of $\alpha$ and $\beta$ do by hand.

In `fockDarwin_decomposition`, the intermediate statement `n` contains the two number operators, expanded in positions and momenta. Substituting them together with the value of $s^2$ leaves another comparison of coefficients, where `field_simp` clears the division by $W$.

`number_states` is the single-mode argument. Its `step` is $abw=baw+w$, and its `key` is $ab^{k+1}u=(k+1)b^ku$, proved by induction. A second induction shows that the raised vectors are nonzero, and a case split on `n` gives the eigenvalue.

`fockDarwin_levels` applies that lemma twice: to mode 2 starting from `v`, and to mode 1 starting from $b_2^mv$. The facts `hc` and `hu` show that the second starting vector is annihilated by $a_1$. The fact `hb` lets $b_2a_2$ pass through $b_1^n$, so the count $m$ survives. Substituting the decomposition of $H$ and collecting scalars with `module` gives the energy.
